# The minimum energy of a positive definite harmonic bath under a constant force on one mode is minus the reorganisation energy

A finite harmonic bath with real, positive definite force-constant matrix W is pulled on mode 0 with constant force c, so that its energy at displacement x is ½ xᵀWx − c x₀. The theorem `reorgEnergy_isLeast` states that the least value of this energy over all real displacements is −c²(W⁻¹)₀₀/2, and that it is attained. The proof takes u, column 0 of W⁻¹, and shows that the displacement cu gives this value. For the lower bound it completes the square, using the fact that the quadratic form of W is nonnegative at x − cu.

As first written in Lean, the proof fails:

```lean
import Mathlib

open Matrix

namespace ReorgEnergyIsLeast

noncomputable section

/-- Energy of a harmonic bath at displacement `x` when the system pulls on mode `0` with
force `c`. -/
def bathEnergy {N : ℕ} (c : ℝ) (W : Matrix (Fin (N + 1)) (Fin (N + 1)) ℝ)
    (x : Fin (N + 1) → ℝ) : ℝ :=
  1 / 2 * (x ⬝ᵥ W *ᵥ x) - c * x 0

/-- Reorganisation energy `c² (W⁻¹)₀₀ / 2` of a bath with invertible force-constant matrix `W`,
coupled to the system through mode `0` with strength `c`. -/
def reorgEnergy {N : ℕ} (c : ℝ) (W : Matrix (Fin (N + 1)) (Fin (N + 1)) ℝ) : ℝ :=
  c ^ 2 / 2 * W⁻¹ 0 0

/-- For an invertible force-constant matrix, column `0` of the inverse is the displacement
that balances a unit force on mode `0`. -/
theorem mulVec_response {N : ℕ} (W : Matrix (Fin (N + 1)) (Fin (N + 1)) ℝ)
    (hW : IsUnit W.det) : W *ᵥ (fun i => W⁻¹ i 0) = Pi.single 0 1 := by
  ext i
  change ∑ k, W i k * W⁻¹ k 0 = _
  rw [← Matrix.mul_apply, Matrix.mul_nonsing_inv W hW]
  simp [Matrix.one_apply, Pi.single_apply]

/-- For a positive definite bath, the lowest energy reached under the pull of the system is
minus the reorganisation energy. -/
theorem reorgEnergy_isLeast {N : ℕ} (c : ℝ) {W : Matrix (Fin (N + 1)) (Fin (N + 1)) ℝ}
    (hW : W.PosDef) : IsLeast (Set.range (bathEnergy c W)) (-reorgEnergy c W) := by
  obtain ⟨u, hdef⟩ : ∃ u : Fin (N + 1) → ℝ, u = fun i => W⁻¹ i 0 := ⟨_, rfl⟩
  have hu : W *ᵥ u = Pi.single 0 1 := by
    rw [hdef]
    exact mulVec_response W (IsUnit.mk0 _ hW.det_pos.ne')
  have hu0 : W⁻¹ 0 0 = u 0 := by rw [hdef]
  have hs : Wᵀ = W := by
    rw [← Matrix.conjTranspose_eq_transpose_of_trivial]
    exact hW.isHermitian
  constructor
  · refine ⟨c • u, ?_⟩
    simp only [bathEnergy, reorgEnergy, hu0, Matrix.mulVec_smul, hu, smul_dotProduct,
      dotProduct_smul, dotProduct_single, mul_one, smul_eq_mul, Pi.smul_apply]
    ring
  · rintro _ ⟨x, rfl⟩
    have hux : u ⬝ᵥ W *ᵥ x = x 0 := by
      rw [Matrix.dotProduct_mulVec, ← Matrix.mulVec_transpose, hs, hu, single_dotProduct,
        one_mul]
    -- complete the square around the relaxed geometry `c • u`
    have h := hW.posSemidef.dotProduct_mulVec_nonneg (x - c • u)
    simp only [star_trivial, Matrix.mulVec_sub, Matrix.mulVec_smul, hu, sub_dotProduct,
      dotProduct_sub, smul_dotProduct, dotProduct_smul, hux, dotProduct_single, mul_one,
      smul_eq_mul] at h
    simp only [bathEnergy, reorgEnergy, hu0]
    nlinarith [h]

end

end ReorgEnergyIsLeast
```

The compiler's answer:

```
Main.lean:56:4: error: linarith failed to find a contradiction
case right
N : ℕ
c : ℝ
W : Matrix (Fin (N + 1)) (Fin (N + 1)) ℝ
hW : W.PosDef
u : Fin (N + 1) → ℝ
hdef : u = fun i => W⁻¹ i 0
hu : W *ᵥ u = Pi.single 0 1
hu0 : W⁻¹ 0 0 = u 0
hs : Wᵀ = W
x : Fin (N + 1) → ℝ
hux : u ⬝ᵥ W *ᵥ x = x 0
h : 0 ≤ x ⬝ᵥ W *ᵥ x - c * x 0 - c * (x - c • u) 0
a✝ : 1 / 2 * x ⬝ᵥ W *ᵥ x - c * x 0 < -(c ^ 2 / 2 * u 0)
⊢ False
failed
Main.lean:43:69: warning: This simp argument is unused:
  smul_dotProduct

Hint: Omit it from the simp argument list.
  [apply] simp only [bathEnergy, reorgEnergy, hu0, Matrix.mulVec_smul, hu, dotProduct_smul, dotProduct_single, mul_one,
    smul_eq_mul, Pi.smul_apply]

Note: This linter can be disabled with `set_option linter.unusedSimpArgs false`
```

Diagnosis. The error says that `nlinarith` could not derive the lower bound from `h`. In `h` the term `(x - c • u) 0` is still unexpanded. `simp only` had used `dotProduct_single` to turn a dot product with `Pi.single 0 1` into the entry at 0 of the whole vector `x - c • u`, and its list had no lemma to evaluate that difference entry by entry. To the arithmetic the term was an unknown number, unrelated to `x 0` and `u 0`.

Adding `Pi.sub_apply` and `Pi.smul_apply`, with `smul_eq_mul` already in the list, turns it into `x 0 - c * u 0`. Then `h` says 0 ≤ xᵀWx − 2c x₀ + c²u₀, half of which is the bound sought, and `nlinarith` succeeds.

The warning is a separate matter: in the first `simp only`, `smul_dotProduct` is never used. Removing it is mere tidying.

The repair, with which the file compiles:

```diff
@@ -41,5 +41,5 @@
   constructor
   · refine ⟨c • u, ?_⟩
-    simp only [bathEnergy, reorgEnergy, hu0, Matrix.mulVec_smul, hu, smul_dotProduct,
+    simp only [bathEnergy, reorgEnergy, hu0, Matrix.mulVec_smul, hu,
       dotProduct_smul, dotProduct_single, mul_one, smul_eq_mul, Pi.smul_apply]
     ring
@@ -52,5 +52,5 @@
     simp only [star_trivial, Matrix.mulVec_sub, Matrix.mulVec_smul, hu, sub_dotProduct,
       dotProduct_sub, smul_dotProduct, dotProduct_smul, hux, dotProduct_single, mul_one,
-      smul_eq_mul] at h
+      smul_eq_mul, Pi.sub_apply, Pi.smul_apply] at h
     simp only [bathEnergy, reorgEnergy, hu0]
     nlinarith [h]
```
